# Occupations above one half still count the electrons of a projector density matrix after a Hermitian truncation with tr(E²) < 1/4

Take one spin orbital with occupation 0 or 1, and let a truncation change this occupation by a real \(\varepsilon\) with \(\varepsilon^2<1/4\). Then \(|\varepsilon|<1/2\), so the changed occupation stays on its side of \(1/2\), and rounding recovers the original value.

With many orbitals, discarding small density-matrix elements can also mix occupied and empty orbitals. Let \(P\) be the density matrix before truncation, with \(P^\dagger=P\) and \(P^2=P\); its trace \(\operatorname{tr}P\) is the electron number. Let \(E\) be the error, which may be any Hermitian matrix, not only one that comes from discarding elements. The bound \(1/4\) is the squared distance from an occupation of 0 or 1 to the midpoint. For a single-determinant state in a finite orthonormal basis, the result gives a sparse-matrix calculation a sufficient condition, \(\operatorname{tr}(E^2)<1/4\), under which rounding the occupations (the eigenvalues of \(P+E\)) about \(1/2\) keeps the electron number. The condition is not necessary: \(\operatorname{tr}(E^2)\) adds up the errors of the whole system, so in a large system it can exceed \(1/4\) although every occupation still rounds correctly. The passage from overlapping atomic orbitals to an orthonormal basis is left to the user.

In Lean, the finite type `n` labels the spin orbitals.

```lean
import Mathlib

open Matrix

namespace TruncatedDensityMatrix

variable {n : Type*} [Fintype n] [DecidableEq n]
```

Write \(|v|^2=\sum_i|v_i|^2\). This is `sqNorm v`, the squared length; vectors are not normalised.

```lean
/-- The squared length of a complex orbital coefficient vector. -/
noncomputable def sqNorm (v : n → ℂ) : ℝ := ∑ i, ‖v i‖ ^ 2
```

## (a) Positive length

Show that a nonzero vector satisfies
\[ |v|^2>0. \]

**Solution.** Some \(v_i\neq0\) contributes a positive term, and no term is negative.

```lean
omit [DecidableEq n] in
/-- A nonzero vector has positive squared length. -/
lemma sqNorm_pos {v : n → ℂ} (hv : v ≠ 0) : 0 < sqNorm v := by
  obtain ⟨i, hi⟩ := Function.ne_iff.mp hv
  have hi' : v i ≠ 0 := hi
  exact Finset.sum_pos' (fun _ _ => by positivity)
    ⟨i, Finset.mem_univ i, pow_pos (norm_pos_iff.mpr hi') 2⟩
```

## (b) Self-overlap

Show that
\[ x^\dagger x=|x|^2. \]

**Solution.** Each term is \(\overline{x_i}x_i=|x_i|^2\). Lean writes \(x^\dagger y\) as `star x ⬝ᵥ y`.

```lean
omit [DecidableEq n] in
/-- The overlap of a vector with itself is its squared length. -/
lemma self_dot (x : n → ℂ) : star x ⬝ᵥ x = (sqNorm x : ℂ) := by
  simp only [dotProduct, sqNorm, Complex.ofReal_sum, Complex.ofReal_pow]
  exact Finset.sum_congr rfl fun i _ => Complex.conj_mul' _
```

## (c) Orthogonal parts

For \(x^\dagger y=0\) and real \(a,b\), show that
\[ |ax+by|^2=a^2|x|^2+b^2|y|^2. \]

**Solution.** Expanding the left side leaves the cross term \(2ab\,\mathrm{Re}(x^\dagger y)=0\). The code expands it in real and imaginary parts.

```lean
omit [DecidableEq n] in
/-- Squared lengths of orthogonal vectors add, with real weights squared. -/
lemma pythagoras {x y : n → ℂ} (h : star x ⬝ᵥ y = 0) (a b : ℝ) :
    sqNorm ((a : ℂ) • x + (b : ℂ) • y) = a ^ 2 * sqNorm x + b ^ 2 * sqNorm y := by
  have hr : ∑ i, ((x i).re * (y i).re + (x i).im * (y i).im) = 0 := by
    have h' := congrArg Complex.re h
    simpa [dotProduct, Complex.mul_re] using h'
  calc sqNorm ((a : ℂ) • x + (b : ℂ) • y)
      = ∑ i, (a ^ 2 * ‖x i‖ ^ 2 + b ^ 2 * ‖y i‖ ^ 2
          + 2 * a * b * ((x i).re * (y i).re + (x i).im * (y i).im)) :=
        Finset.sum_congr rfl fun i _ => by
          simp only [Pi.add_apply, Pi.smul_apply, smul_eq_mul, Complex.sq_norm,
            Complex.normSq_apply, Complex.add_re, Complex.add_im,
            Complex.re_ofReal_mul, Complex.im_ofReal_mul]
          ring
    _ = _ := by
        rw [Finset.sum_add_distrib, Finset.sum_add_distrib, ← Finset.mul_sum,
          ← Finset.mul_sum, ← Finset.mul_sum, hr, mul_zero, add_zero]
        rfl
```

## (d) How far the error stretches a vector

Show that
\[ |Ev|^2\le\operatorname{tr}(E^2)\,|v|^2. \]

**Solution.** Since \(E_{ji}=\overline{E_{ij}}\), we have \(\operatorname{tr}(E^2)=\sum_{ij}E_{ij}E_{ji}=\sum_{ij}|E_{ij}|^2\), which is `ht` in the code. Cauchy–Schwarz for row \(i\) gives
\[ |(Ev)_i|^2\le\Big(\sum_j|E_{ij}||v_j|\Big)^2\le\Big(\sum_j|E_{ij}|^2\Big)|v|^2. \]
Sum over \(i\). The trace is real, but has complex type in Lean, hence `.re`.

```lean
omit [DecidableEq n] in
/-- A Hermitian error `E` stretches squared lengths by at most `trace (E²)`. -/
theorem truncation_bound {E : Matrix n n ℂ} (hE : E.IsHermitian) (v : n → ℂ) :
    sqNorm (E *ᵥ v) ≤ (E * E).trace.re * sqNorm v := by
  have ht : (E * E).trace.re = ∑ i, ∑ j, ‖E i j‖ ^ 2 := by
    simp only [Matrix.trace, Matrix.diag_apply, Matrix.mul_apply, Complex.re_sum]
    refine Finset.sum_congr rfl fun i _ => Finset.sum_congr rfl fun j _ => ?_
    have h : E i j * star (E i j) = (‖E i j‖ : ℂ) ^ 2 := Complex.mul_conj' _
    rw [hE.apply j i] at h
    rw [h, ← Complex.ofReal_pow, Complex.ofReal_re]
  rw [ht, sqNorm, Finset.sum_mul]
  refine Finset.sum_le_sum fun i _ => ?_
  have h1 : ‖(E *ᵥ v) i‖ ≤ ∑ j, ‖E i j‖ * ‖v j‖ := by
    simp only [Matrix.mulVec, dotProduct]
    exact (norm_sum_le _ _).trans_eq (Finset.sum_congr rfl fun j _ => norm_mul _ _)
  -- Cauchy-Schwarz, row by row
  exact (pow_le_pow_left₀ (norm_nonneg _) h1 2).trans
    (Finset.sum_mul_sq_le_sq_mul_sq _ _ _)
```

## (e) Shift of an expectation value

For \(\operatorname{tr}(E^2)<1/4\) and \(x\ne0\), show that
\[ |\mathrm{Re}(x^\dagger Ex)|<\tfrac12|x|^2. \]

**Solution.** From \((|(Ex)_i|-|x_i|/2)^2\ge0\) we get \(|x_i||(Ex)_i|\le|(Ex)_i|^2+|x_i|^2/4\). Summing and using (d),
\[ |\mathrm{Re}(x^\dagger Ex)|\le|Ex|^2+\tfrac14|x|^2<\tfrac12|x|^2. \]
For a normalised orbital \(x\), the error therefore changes the occupation \(x^\dagger Px\) by less than \(1/2\).

```lean
omit [DecidableEq n] in
/-- A Hermitian error with `trace (E²) < 1/4` has, in any nonzero vector, an expectation
value smaller in size than half the squared length. -/
theorem expectation_shift_lt {E : Matrix n n ℂ} (hE : E.IsHermitian)
    (ht : (E * E).trace.re < 1 / 4) {x : n → ℂ} (hx : x ≠ 0) :
    |(star x ⬝ᵥ E *ᵥ x).re| < sqNorm x / 2 := by
  have h1 : |(star x ⬝ᵥ E *ᵥ x).re| ≤ ∑ i, (‖(E *ᵥ x) i‖ ^ 2 + ‖x i‖ ^ 2 / 4) := by
    refine (Complex.abs_re_le_norm _).trans ?_
    rw [dotProduct]
    refine (norm_sum_le _ _).trans (Finset.sum_le_sum fun i _ => ?_)
    simp only [norm_mul, Pi.star_apply, norm_star]
    nlinarith [sq_nonneg (‖(E *ᵥ x) i‖ - ‖x i‖ / 2)]
  rw [Finset.sum_add_distrib, ← Finset.sum_div] at h1
  change _ ≤ sqNorm (E *ᵥ x) + sqNorm x / 4 at h1
  linarith [truncation_bound hE x, mul_lt_mul_of_pos_right ht (sqNorm_pos hx)]
```

## (f) Where the eigenvalues lie

Let \((P+E)v=lv\) with \(v\neq0\) and \(l\) real. Show that
\[ l^2\le\operatorname{tr}(E^2)\quad\text{or}\quad(l-1)^2\le\operatorname{tr}(E^2). \]

**Solution.** Split \(v\) into \(p=Pv\) and \(q=v-Pv\). They are orthogonal, because \(p^\dagger q=v^\dagger(P-P^2)v=0\). The eigenvalue equation gives \(Ev=(l-1)p+lq\), so (c) and (d) yield
\[ (l-1)^2|p|^2+l^2|q|^2\le\operatorname{tr}(E^2)\,(|p|^2+|q|^2). \]
If both squares exceeded the trace, the left side would be larger, since \(|p|^2+|q|^2=|v|^2>0\). After `by_contra!`, the code treats \(|p|^2=0\) and \(|p|^2>0\) separately.

```lean
omit [DecidableEq n] in
/-- Every real eigenvalue `l` of a Hermitian projector plus a Hermitian error `E` lies within
the square root of `trace (E²)` of 0 or of 1. -/
theorem eigenvalue_near_zero_or_one {P E : Matrix n n ℂ} (hP : P.IsHermitian)
    (hP2 : P * P = P) (hE : E.IsHermitian) {v : n → ℂ} (hv : v ≠ 0) {l : ℝ}
    (h : (P + E) *ᵥ v = (l : ℂ) • v) :
    l ^ 2 ≤ (E * E).trace.re ∨ (l - 1) ^ 2 ≤ (E * E).trace.re := by
  -- split `v` into its occupied and virtual parts
  have orth : star (P *ᵥ v) ⬝ᵥ (v - P *ᵥ v) = 0 := by
    rw [Matrix.star_mulVec, hP.eq, ← Matrix.dotProduct_mulVec, Matrix.mulVec_sub,
      Matrix.mulVec_mulVec, hP2, sub_self, dotProduct_zero]
  have hEv : E *ᵥ v = ((l - 1 : ℝ) : ℂ) • (P *ᵥ v) + (l : ℂ) • (v - P *ᵥ v) := by
    rw [Matrix.add_mulVec] at h
    push_cast
    linear_combination (norm := module) h
  have hN := pythagoras orth 1 1
  have e : ((1 : ℝ) : ℂ) • (P *ᵥ v) + ((1 : ℝ) : ℂ) • (v - P *ᵥ v) = v := by simp
  rw [e] at hN
  have b := truncation_bound hE v
  rw [hEv, pythagoras orth] at b
  have hpos := sqNorm_pos hv
  have hx : 0 ≤ sqNorm (P *ᵥ v) := Finset.sum_nonneg fun _ _ => by positivity
  have hy : 0 ≤ sqNorm (v - P *ᵥ v) := Finset.sum_nonneg fun _ _ => by positivity
  rw [hN] at b hpos
  by_contra! hc
  have m := mul_nonneg (sub_pos.mpr hc.1).le hy
  rcases hx.eq_or_lt with h0 | h0
  · rw [← h0] at b hpos
    have m' := mul_pos (sub_pos.mpr hc.1) (show 0 < sqNorm (v - P *ᵥ v) by linarith)
    linarith
  · have m' := mul_pos (sub_pos.mpr hc.2) h0
    linarith
```

## (g) Expectation values in diagonal form

Let \(U\) be a square matrix and \(D\) the diagonal matrix of real numbers \(d_i\). Show that
\[ \mathrm{Re}(x^\dagger UDU^\dagger x)=\sum_i d_i\,|(U^\dagger x)_i|^2. \]

**Solution.** With \(c=U^\dagger x\), the left side is \(\mathrm{Re}(c^\dagger Dc)=\sum_i d_i|c_i|^2\).

```lean
/-- The expectation value of `U diag(d) U†` is the sum of the `d i`, weighted by the squared
components of `U† x`. -/
lemma expectation_spectral (U : Matrix n n ℂ) (d : n → ℝ) (x : n → ℂ) :
    (star x ⬝ᵥ (U * diagonal (fun i => (d i : ℂ)) * Uᴴ) *ᵥ x).re
      = ∑ i, d i * ‖(Uᴴ *ᵥ x) i‖ ^ 2 := by
  have hs : star x ᵥ* U = star (Uᴴ *ᵥ x) := by
    rw [Matrix.star_mulVec, conjTranspose_conjTranspose]
  rw [← Matrix.mulVec_mulVec, ← Matrix.mulVec_mulVec, Matrix.dotProduct_mulVec, hs]
  simp only [dotProduct, mulVec_diagonal, Pi.star_apply, Complex.re_sum]
  refine Finset.sum_congr rfl fun i _ => ?_
  generalize (Uᴴ *ᵥ x) i = c
  have h0 : star c * c = (‖c‖ : ℂ) ^ 2 := Complex.conj_mul' c
  have h : star c * ((d i : ℂ) * c) = ((d i * ‖c‖ ^ 2 : ℝ) : ℂ) := by
    push_cast
    linear_combination (d i : ℂ) * h0
  rw [h, Complex.ofReal_re]
```

## (h) Counting from a diagonalisation

Let \(UU^\dagger=1\), \(P+E=UDU^\dagger\) and \(\operatorname{tr}(E^2)<1/4\). Show that
\[ \#\{i:d_i>1/2\}=\operatorname{tr}P. \]

**Solution.** Put \(c=U^\dagger x\). Part (g) with all \(d_i=1\) gives \(\sum_i|c_i|^2=|x|^2\), so
\[ \mathrm{Re}\,x^\dagger(P+E)x-\tfrac12|x|^2=\sum_i(d_i-\tfrac12)|c_i|^2. \]

- Let \(Px=x\), with \(c_i=0\) wherever \(d_i>1/2\). The right side is at most 0. The left side is \(\frac12|x|^2+\mathrm{Re}(x^\dagger Ex)\), positive by (e) unless \(x=0\). So \(x=0\) (`hocc`).
- Let \(Px=0\), with \(c_i=0\) wherever \(d_i\le1/2\). The right side is at least 0. The left side is \(\mathrm{Re}(x^\dagger Ex)-\frac12|x|^2\), negative unless \(x=0\). So \(x=0\) (`hvir`).

Let \(F\) be diagonal, with entry 1 where \(d_i>1/2\) and 0 elsewhere, and set
\[ K=FU^\dagger P+(1-F)U^\dagger(1-P). \]
From \(F^2=F\) and \(P^2=P\) follows \(FK=FU^\dagger P=KP\).

If \(Kv=0\), then \((U^\dagger Pv)_i=0\) where \(d_i>1/2\), and \((U^\dagger(v-Pv))_i=0\) elsewhere. The two statements above give \(Pv=0\) and \(v-Pv=0\), so \(v=0\). Hence \(K\) is invertible (`hdet`), \(F=KPK^{-1}\), and \(\operatorname{tr}F=\operatorname{tr}P\). The trace of \(F\) is the count.

```lean
/-- If an idempotent `P` plus a Hermitian error with `trace (E²) < 1/4` is diagonalised by a
unitary `U` with real entries `d`, then exactly `trace P` of the `d i` exceed 1/2. -/
theorem count_of_diagonalization {P E U : Matrix n n ℂ} (hP2 : P * P = P)
    (hE : E.IsHermitian) (ht : (E * E).trace.re < 1 / 4) (hU : U * Uᴴ = 1) (d : n → ℝ)
    (hA : P + E = U * diagonal (fun i => (d i : ℂ)) * Uᴴ) :
    ((Finset.univ.filter fun i => 1 / 2 < d i).card : ℂ) = P.trace := by
  have hpars (x : n → ℂ) : ∑ i, ‖(Uᴴ *ᵥ x) i‖ ^ 2 = sqNorm x := by
    have h := expectation_spectral U (fun _ => 1) x
    simp only [Complex.ofReal_one, diagonal_one, mul_one, hU, one_mulVec, self_dot,
      Complex.ofReal_re, one_mul] at h
    exact h.symm
  have hgap (x : n → ℂ) : (star x ⬝ᵥ (P + E) *ᵥ x).re - sqNorm x / 2
      = ∑ i, (d i - 1 / 2) * ‖(Uᴴ *ᵥ x) i‖ ^ 2 := by
    rw [hA, expectation_spectral, ← hpars x]
    simp only [sub_mul, Finset.sum_sub_distrib, ← Finset.mul_sum]
    ring
  -- no nonzero occupied vector lies in the lower spectral subspace
  have hocc (x : n → ℂ) (hx : P *ᵥ x = x)
      (hc : ∀ i, 1 / 2 < d i → (Uᴴ *ᵥ x) i = 0) : x = 0 := by
    by_contra h0
    have h1 := (abs_lt.mp (expectation_shift_lt hE ht h0)).1
    have h2 := hgap x
    rw [Matrix.add_mulVec, hx, dotProduct_add, self_dot, Complex.add_re,
      Complex.ofReal_re] at h2
    have h3 : ∑ i, (d i - 1 / 2) * ‖(Uᴴ *ᵥ x) i‖ ^ 2 ≤ 0 :=
      Finset.sum_nonpos fun i _ => by
        by_cases h : 1 / 2 < d i
        · simp [hc i h]
        · exact mul_nonpos_iff.mpr (Or.inr ⟨by linarith, by positivity⟩)
    linarith
  -- no nonzero virtual vector lies in the upper spectral subspace
  have hvir (x : n → ℂ) (hx : P *ᵥ x = 0)
      (hc : ∀ i, ¬ 1 / 2 < d i → (Uᴴ *ᵥ x) i = 0) : x = 0 := by
    by_contra h0
    have h1 := (abs_lt.mp (expectation_shift_lt hE ht h0)).2
    have h2 := hgap x
    rw [Matrix.add_mulVec, hx, zero_add] at h2
    have h3 : 0 ≤ ∑ i, (d i - 1 / 2) * ‖(Uᴴ *ᵥ x) i‖ ^ 2 :=
      Finset.sum_nonneg fun i _ => by
        by_cases h : 1 / 2 < d i
        · exact mul_nonneg (by linarith) (by positivity)
        · simp [hc i h]
    linarith
  obtain ⟨f, hf⟩ : ∃ f : n → ℂ, f = fun i => if 1 / 2 < d i then 1 else 0 := ⟨_, rfl⟩
  obtain ⟨F, hF⟩ : ∃ F : Matrix n n ℂ, F = diagonal f := ⟨_, rfl⟩
  have hF2 : F * F = F := by
    rw [hF, diagonal_mul_diagonal]
    congr 1
    ext i
    simp [hf]
  -- `K` carries the projector `P` into the spectral projector `F`
  obtain ⟨K, hK⟩ : ∃ K, K = F * Uᴴ * P + (1 - F) * Uᴴ * (1 - P) := ⟨_, rfl⟩
  have hFK : F * K = K * P := by
    have h1 : F * K = F * F * Uᴴ * P + (F - F * F) * Uᴴ * (1 - P) := by
      rw [hK]; noncomm_ring
    have h2 : K * P = F * Uᴴ * (P * P) + (1 - F) * Uᴴ * (P - P * P) := by
      rw [hK]; noncomm_ring
    rw [h1, h2, hF2, hP2, sub_self, sub_self, zero_mul, zero_mul, mul_zero]
  have hdet : K.det ≠ 0 := by
    intro h0
    obtain ⟨v, hv, hKv⟩ := Matrix.exists_mulVec_eq_zero_iff.mpr h0
    have hi (i : n) : f i * (Uᴴ *ᵥ (P *ᵥ v)) i
        + (1 - f i) * (Uᴴ *ᵥ (v - P *ᵥ v)) i = 0 := by
      have h := congrFun hKv i
      simp only [hK, hF, Matrix.add_mulVec, ← Matrix.mulVec_mulVec, Matrix.sub_mulVec,
        one_mulVec, Pi.add_apply, Pi.sub_apply, mulVec_diagonal, Pi.zero_apply] at h
      linear_combination h
    have hx := hocc (P *ᵥ v) (by rw [Matrix.mulVec_mulVec, hP2])
      (fun i h => by
        have h' := hi i
        have hfi : f i = 1 := by rw [hf]; exact if_pos h
        rwa [hfi, one_mul, sub_self, zero_mul, add_zero] at h')
    have hy := hvir (v - P *ᵥ v)
      (by rw [Matrix.mulVec_sub, Matrix.mulVec_mulVec, hP2, sub_self])
      (fun i h => by
        have h' := hi i
        have hfi : f i = 0 := by rw [hf]; exact if_neg h
        rwa [hfi, zero_mul, zero_add, sub_zero, one_mul] at h')
    rw [hx, sub_zero] at hy
    exact hv hy
  have hu : IsUnit K.det := isUnit_iff_ne_zero.mpr hdet
  calc ((Finset.univ.filter fun i => 1 / 2 < d i).card : ℂ)
      = F.trace := by rw [hF, Matrix.trace_diagonal, hf, Finset.sum_boole]
    _ = (F * K * K⁻¹).trace := by rw [mul_assoc, mul_nonsing_inv _ hu, mul_one]
    _ = (K⁻¹ * (K * P)).trace := by rw [hFK, Matrix.trace_mul_comm]
    _ = P.trace := by rw [← mul_assoc, nonsing_inv_mul _ hu, one_mul]
```

## (i) The truncated density matrix

Let \(\lambda_i\) be the eigenvalues of \(P+E\), listed with multiplicity, and let \(\operatorname{tr}(E^2)<1/4\). Show that
\[ (P+E)v=\tfrac12v\ \Rightarrow\ v=0,\qquad \#\{i:\lambda_i>1/2\}=\operatorname{tr}P. \]

**Solution.** If \(v\ne0\), part (f) with \(l=1/2\) gives \(1/4\le\operatorname{tr}(E^2)\), a contradiction. For the count, apply (h) to the spectral decomposition of \(P+E\). In Lean the \(\lambda_i\) are `(hP.add hE).eigenvalues i`, and the count is cast to a complex number to match the trace.

```lean
/-- For a Hermitian projector `P` and a Hermitian truncation error with `trace (E²) < 1/4`,
`P + E` has no eigenvalue 1/2, and the number of its eigenvalues above 1/2, counted with
multiplicity, is `trace P`. -/
theorem truncation_preserves_count {P E : Matrix n n ℂ} (hP : P.IsHermitian)
    (hP2 : P * P = P) (hE : E.IsHermitian) (ht : (E * E).trace.re < 1 / 4) :
    (∀ v : n → ℂ, (P + E) *ᵥ v = (1 / 2 : ℂ) • v → v = 0) ∧
    ((Finset.univ.filter fun i => 1 / 2 < (hP.add hE).eigenvalues i).card : ℂ)
      = P.trace := by
  constructor
  · intro v h
    by_contra hv
    have h' : (P + E) *ᵥ v = ((1 / 2 : ℝ) : ℂ) • v := by
      rw [h]; push_cast; rfl
    rcases eigenvalue_near_zero_or_one hP hP2 hE hv h' with h1 | h1 <;>
      norm_num at h1 ht <;> linarith
  · have hs := (hP.add hE).spectral_theorem
    rw [Unitary.conjStarAlgAut_apply] at hs
    exact count_of_diagonalization hP2 hE ht
      (Matrix.mem_unitaryGroup_iff.mp (hP.add hE).eigenvectorUnitary.2) _ hs
```

Hermiticity of \(E\) matters. Take the bonding projector \(P=\frac12\begin{pmatrix}1&1\\1&1\end{pmatrix}\) and delete only its upper off-diagonal element. Then \(E=\begin{pmatrix}0&-1/2\\0&0\end{pmatrix}\) has \(\operatorname{tr}(E^2)=0\), yet \(P+E\) maps \((0,1)\) to \(\frac12(0,1)\). For non-Hermitian errors, even a vanishing \(\operatorname{tr}(E^2)\) does not exclude the eigenvalue \(1/2\).

## (j) The tolerance is sharp

For \(P=\mathrm{diag}(1,0)\) and \(E=\mathrm{diag}(-\frac12,0)\), show that
\[ \operatorname{tr}(E^2)=\tfrac14,\qquad(P+E)\begin{pmatrix}1\\0\end{pmatrix}=\tfrac12\begin{pmatrix}1\\0\end{pmatrix}. \]

**Solution.** \(E^2=\mathrm{diag}(\frac14,0)\) and \(P+E=\mathrm{diag}(\frac12,0)\). The strict inequality in (i) therefore cannot be relaxed to \(\le\). Lean checks the matrices entry by entry.

```lean
/-- The bound 1/4 is sharp: for `P = diag(1, 0)` and `E = diag(-1/2, 0)` the trace of `E²`
equals 1/4, and `P + E` has the eigenvector `(1, 0)` with eigenvalue 1/2. -/
theorem tolerance_sharp :
    let P : Matrix (Fin 2) (Fin 2) ℂ := !![1, 0; 0, 0]
    let E : Matrix (Fin 2) (Fin 2) ℂ := !![-1 / 2, 0; 0, 0]
    P.IsHermitian ∧ P * P = P ∧ E.IsHermitian ∧ (E * E).trace = 1 / 4 ∧
      (P + E) *ᵥ ![1, 0] = (1 / 2 : ℂ) • ![1, 0] := by
  refine ⟨?_, ?_, ?_, ?_, ?_⟩
  · ext i j; fin_cases i <;> fin_cases j <;> simp
  · ext i j; fin_cases i <;> fin_cases j <;> simp [Matrix.mul_apply, Fin.sum_univ_succ]
  · ext i j; fin_cases i <;> fin_cases j <;> simp
  · norm_num [Matrix.trace_fin_two, Matrix.mul_apply, Fin.sum_univ_succ]
  · ext i; fin_cases i <;> norm_num [Matrix.mulVec, dotProduct, Fin.sum_univ_succ]
```

## (k) An error that mixes the levels

For \(P=\mathrm{diag}(1,0)\) and \(E=\begin{pmatrix}0&1/4\\1/4&0\end{pmatrix}\), show that the hypotheses of (i) are met and
\[ PE\neq EP. \]

**Solution.** Both matrices are Hermitian, \(P^2=P\), and \(\operatorname{tr}(E^2)=1/8<1/4\). The upper off-diagonal entry is \(1/4\) in \(PE\) and 0 in \(EP\). So (i) also applies to errors that share no eigenbasis with \(P\).

```lean
/-- The projector `diag(1, 0)` and an error that couples the two levels with strength 1/4
meet all hypotheses of the counting theorem, and they do not commute. -/
theorem truncation_witness :
    let P : Matrix (Fin 2) (Fin 2) ℂ := !![1, 0; 0, 0]
    let E : Matrix (Fin 2) (Fin 2) ℂ := !![0, 1 / 4; 1 / 4, 0]
    P.IsHermitian ∧ P * P = P ∧ E.IsHermitian ∧ (E * E).trace.re < 1 / 4 ∧
      P * E ≠ E * P := by
  refine ⟨?_, ?_, ?_, ?_, ?_⟩
  · ext i j; fin_cases i <;> fin_cases j <;> simp
  · ext i j; fin_cases i <;> fin_cases j <;> simp [Matrix.mul_apply, Fin.sum_univ_succ]
  · ext i j; fin_cases i <;> fin_cases j <;> simp
  · norm_num [Matrix.trace_fin_two, Matrix.mul_apply, Fin.sum_univ_succ]
  · intro h
    have h01 := congrFun (congrFun h 0) 1
    norm_num [Matrix.mul_apply, Fin.sum_univ_succ] at h01

end TruncatedDensityMatrix
```

```lean
#print axioms TruncatedDensityMatrix.truncation_preserves_count
#print axioms TruncatedDensityMatrix.tolerance_sharp
```

```
'TruncatedDensityMatrix.truncation_preserves_count' depends on axioms: [propext, Classical.choice, Quot.sound]
'TruncatedDensityMatrix.tolerance_sharp' depends on axioms: [propext, Classical.choice, Quot.sound]
```
